# Existence and uniqueness of a screened-hybrid fit to two Gaussian self-repulsion targets

In its simplest form a screened hybrid has two parameters, a mixing fraction $a$ and a screening parameter $w$, and two reference numbers look like enough data to fix them. Yet two equations in two unknowns may have no solution. Given an unreachable pair of targets, a least-squares fit can drift towards ever larger $w$ and $a$, so that what it returns depends on its stopping rule, or it can settle at $w=0$ with both targets missed. For two Gaussian densities, the reachable targets can be described exactly.

## The attainable ratios of two targets

Take a normalised density proportional to $e^{-2pr^2}$, with $p>0$. In its self-repulsion, the separation $u$ of two points has a distribution proportional to $u^2e^{-pu^2}$. Split $1/u$ into a short-range part $\operatorname{erfc}(wu)/u$ and a long-range part $\operatorname{erf}(wu)/u$. Integrating by parts gives the long-range share

$$\frac{\int_0^\infty u\,e^{-pu^2}\operatorname{erf}(wu)\,du}{\int_0^\infty u\,e^{-pu^2}\,du}
=\frac{2w}{\sqrt\pi}\int_0^\infty e^{-(p+w^2)u^2}\,du=\frac{w}{\sqrt{p+w^2}}.$$

The short-range share is therefore $s_p(w)=1-w/\sqrt{p+w^2}$. For a single occupied spin orbital with this density, a fraction $a$ of short-range exact exchange cancels the share $a\,s_p(w)$ of the self-repulsion. The targets $A$ and $B$ below are the shares, not the energies, that exact exchange is to cancel for two such densities; the semilocal part of the functional is left out.

**Claim.** Let $p>q>0$ and $B>0$. Parameters $a,w>0$ with $a\,s_p(w)=A$ and $a\,s_q(w)=B$ exist if and only if $1<A/B<p/q$, and they are then unique.

Write $P=\sqrt{p+w^2}$ and $Q=\sqrt{q+w^2}$. Since $P^2-w^2=p$,

$$s_p(w)=\frac{P-w}{P}=\frac{p}{P(P+w)}>0 .$$

The fraction $a$ cancels in the ratio of the targets:

$$\frac AB=R(w):=\frac{s_p(w)}{s_q(w)}=\frac{p\,Q(Q+w)}{q\,P(P+w)} .$$

**The ratio increases.** Let $0\le w<v$, and let $P',Q'$ be the roots at $v$. Then $R(w)<R(v)$ follows by multiplying two inequalities between positive numbers. The first is $P'Q<PQ'$, which holds because

$$(PQ')^2-(P'Q)^2=(p-q)(v^2-w^2)>0 .$$

The second is $(P'+v)(Q+w)<(P+w)(Q'+v)$. Its right side minus its left side is

$$(PQ'-P'Q)+v(P-Q)-w(P'-Q').$$

The first bracket is positive. Moreover $(P-Q)(P+Q)=p-q=(P'-Q')(P'+Q')$, and the roots grow with the screening, so $P'-Q'<P-Q$. Hence $w(P'-Q')\le v(P-Q)$, and the difference is positive.

**The range.** At zero screening $R(0)=1$. Since $Q<P$, we have $Q(Q+w)<P(P+w)$, so $R(w)<p/q$. Also $P(Q+w)-Q(P+w)=w(P-Q)\ge0$, which gives

$$R(w)\ge\frac{pQ^2}{qP^2}=\frac{p(q+w^2)}{q(p+w^2)} .$$

**Solving for the parameters.** A fit has $w>0$, so $1<A/B<p/q$ is necessary. Conversely, put $r=A/B$ in this interval and choose $W\ge0$ with $W^2(p-rq)=pqr$. Then

$$p(q+W^2)-rq(p+W^2)=pq(1-r)+pqr=pq>0,$$

so $R(W)\ge r$. By continuity $R(w)=r$ for some $w\in[0,W]$, and $w\ne0$ because $r>1$. Set $a=B/s_q(w)$; then $a\,s_p(w)=Br=A$. Strict monotonicity makes $w$ unique, and the second target then fixes $a$.

For this two-Gaussian model, the interval gives a test of the targets that can be applied before $a$ and $w$ are optimised.

## The share and the fit in Lean

```lean
import Mathlib

open Set

namespace ScreenedHybridFit

noncomputable section
```

The share enters as a definition; the Coulomb integral above is not formalised. The real number `p` is half the exponent of the density, and `w` is an inverse length.

```lean
/-- The short-range share `1 - w / √(p + w²)` of the self-repulsion of a Gaussian with
parameter `p > 0`, at screening parameter `w`. -/
def srShare (p w : ℝ) : ℝ := 1 - w / √(p + w ^ 2)
```

`IsFit` collects the two positivity conditions and the two target equations. It puts no upper limit on `a`: scaling both targets by a positive factor scales `a` by the same factor, so a fit may have $a>1$.

```lean
/-- The mixing fraction `a > 0` and the screening parameter `w > 0` reproduce the target `A`
for the Gaussian `p` and the target `B` for the Gaussian `q`. -/
def IsFit (p q A B a w : ℝ) : Prop :=
  0 < a ∧ 0 < w ∧ a * srShare p w = A ∧ a * srShare q w = B
```

The value at zero screening supplies the lower end of the interval.

```lean
/-- Without screening the short-range share is the whole self-repulsion. -/
theorem srShare_zero (p : ℝ) : srShare p 0 = 1 := by
  simp [srShare]
```

The rationalised form comes from $(s-w)(s+w)=p$, where `s` is the square root. Positivity can then be read off.

```lean
/-- For `p > 0` and `w ≥ 0` the short-range share is a quotient free of cancellation. -/
theorem srShare_eq {p w : ℝ} (hp : 0 < p) (hw : 0 ≤ w) :
    srShare p w = p / (√(p + w ^ 2) * (√(p + w ^ 2) + w)) := by
  have hs : 0 < √(p + w ^ 2) := Real.sqrt_pos.2 (by positivity)
  have hs2 : √(p + w ^ 2) ^ 2 = p + w ^ 2 := Real.sq_sqrt (by positivity)
  unfold srShare
  set s := √(p + w ^ 2)
  have hsw : 0 < s * (s + w) := by positivity
  rw [eq_div_iff hsw.ne']
  have h : (1 - w / s) * (s * (s + w)) = (s - w) * (s + w) := by
    field_simp
  rw [h]
  linear_combination hs2

/-- For `p > 0` and `w ≥ 0` the short-range share is positive. -/
theorem srShare_pos {p w : ℝ} (hp : 0 < p) (hw : 0 ≤ w) : 0 < srShare p w := by
  have hs : 0 < √(p + w ^ 2) := Real.sqrt_pos.2 (by positivity)
  rw [srShare_eq hp hw]
  positivity
```

## Monotonicity and bounds of the ratio

`StrictMonoOn … (Ici 0)` says that the ratio increases strictly on $w\ge0$. In the proof, `h1` and `h2` are the two inequalities derived above, and `h3` is their product. The shrinking gap `hD` is proved by contradiction: if the gap grew, multiplying it by the larger sum of roots would give $p-q<p-q$.

```lean
/-- For `p > q > 0` the ratio of the short-range shares of the two Gaussians increases
strictly with the screening parameter `w ≥ 0`. -/
theorem ratio_strictMonoOn {p q : ℝ} (hq : 0 < q) (hpq : q < p) :
    StrictMonoOn (fun w => srShare p w / srShare q w) (Ici 0) := by
  intro w hw v hv hwv
  have hw : 0 ≤ w := hw
  have hv : 0 ≤ v := hv
  have hp : 0 < p := hq.trans hpq
  have hsq : w ^ 2 < v ^ 2 := by nlinarith
  change srShare p w / srShare q w < srShare p v / srShare q v
  rw [div_lt_div_iff₀ (srShare_pos hq hw) (srShare_pos hq hv), srShare_eq hp hw,
    srShare_eq hq hv, srShare_eq hp hv, srShare_eq hq hw, div_mul_div_comm, div_mul_div_comm]
  have a1 : 0 < √(p + w ^ 2) := Real.sqrt_pos.2 (by positivity)
  have a2 : 0 < √(p + v ^ 2) := Real.sqrt_pos.2 (by positivity)
  have a3 : 0 < √(q + w ^ 2) := Real.sqrt_pos.2 (by positivity)
  have a4 : 0 < √(q + v ^ 2) := Real.sqrt_pos.2 (by positivity)
  have b1 : √(p + w ^ 2) ^ 2 = p + w ^ 2 := Real.sq_sqrt (by positivity)
  have b2 : √(p + v ^ 2) ^ 2 = p + v ^ 2 := Real.sq_sqrt (by positivity)
  have b3 : √(q + w ^ 2) ^ 2 = q + w ^ 2 := Real.sq_sqrt (by positivity)
  have b4 : √(q + v ^ 2) ^ 2 = q + v ^ 2 := Real.sq_sqrt (by positivity)
  have c1 : √(p + w ^ 2) < √(p + v ^ 2) := Real.sqrt_lt_sqrt (by positivity) (by linarith)
  have c2 : √(q + w ^ 2) < √(q + v ^ 2) := Real.sqrt_lt_sqrt (by positivity) (by linarith)
  have c3 : √(q + w ^ 2) < √(p + w ^ 2) := Real.sqrt_lt_sqrt (by positivity) (by linarith)
  have c4 : √(q + v ^ 2) < √(p + v ^ 2) := Real.sqrt_lt_sqrt (by positivity) (by linarith)
  set P := √(p + w ^ 2)
  set P' := √(p + v ^ 2)
  set Q := √(q + w ^ 2)
  set Q' := √(q + v ^ 2)
  -- the product of roots, compared through squares
  have h1 : P' * Q < P * Q' := by
    refine lt_of_pow_lt_pow_left₀ 2 (by positivity) ?_
    rw [mul_pow, mul_pow, b1, b2, b3, b4]
    nlinarith [mul_pos (sub_pos.2 hpq) (sub_pos.2 hsq)]
  -- the gap between the two roots shrinks as the screening grows
  have hD : P' - Q' ≤ P - Q := by
    by_contra hcon
    have h := mul_lt_mul'' (not_le.1 hcon) (add_lt_add c1 c2) (sub_pos.2 c3).le
      (add_pos a1 a3).le
    nlinarith
  have hwD : w * (P' - Q') ≤ v * (P - Q) :=
    mul_le_mul hwv.le hD (sub_pos.2 c4).le hv
  have h2 : (P' + v) * (Q + w) < (P + w) * (Q' + v) := by nlinarith
  have h3 := mul_lt_mul'' h1 h2 (by positivity) (by positivity)
  refine div_lt_div_of_pos_left (by positivity) (by positivity) ?_
  calc P' * (P' + v) * (Q * (Q + w)) = P' * Q * ((P' + v) * (Q + w)) := by ring
    _ < P * Q' * ((P + w) * (Q' + v)) := h3
    _ = P * (P + w) * (Q' * (Q' + v)) := by ring
```

For the bounds, `hr` rewrites the ratio as a single fraction. Cross-multiplication leaves $w(P-Q)\ge0$ for the lower bound and $Q(Q+w)<P(P+w)$ for the upper one.

```lean
/-- For `p > q > 0` and `w ≥ 0` the ratio of the short-range shares is below `p / q` and at
least `p (q + w²) / (q (p + w²))`. -/
theorem ratio_bounds {p q w : ℝ} (hq : 0 < q) (hpq : q < p) (hw : 0 ≤ w) :
    p * (q + w ^ 2) / (q * (p + w ^ 2)) ≤ srShare p w / srShare q w ∧
      srShare p w / srShare q w < p / q := by
  have hp : 0 < p := hq.trans hpq
  rw [srShare_eq hp hw, srShare_eq hq hw]
  have a1 : 0 < √(p + w ^ 2) := Real.sqrt_pos.2 (by positivity)
  have a2 : 0 < √(q + w ^ 2) := Real.sqrt_pos.2 (by positivity)
  have b1 : √(p + w ^ 2) ^ 2 = p + w ^ 2 := Real.sq_sqrt (by positivity)
  have b2 : √(q + w ^ 2) ^ 2 = q + w ^ 2 := Real.sq_sqrt (by positivity)
  have c : √(q + w ^ 2) < √(p + w ^ 2) := Real.sqrt_lt_sqrt (by positivity) (by linarith)
  set P := √(p + w ^ 2)
  set Q := √(q + w ^ 2)
  have hr : p / (P * (P + w)) / (q / (Q * (Q + w))) =
      p * (Q * (Q + w)) / (q * (P * (P + w))) := by
    rw [div_div_div_eq]
    ring
  rw [hr]
  constructor
  · rw [← b1, ← b2, div_le_div_iff₀ (by positivity) (by positivity)]
    have h : 0 ≤ p * q * P * Q * w * (P - Q) :=
      mul_nonneg (by positivity) (sub_pos.2 c).le
    linarith
  · rw [div_lt_div_iff₀ (by positivity) hq]
    have h : Q * (Q + w) < P * (P + w) :=
      mul_lt_mul'' c (by linarith) a2.le (by positivity)
    linarith [mul_lt_mul_of_pos_left h (mul_pos hp hq)]
```

## Existence, uniqueness and the order of screenings

Cancelling `a` turns a statement about fits into one about the ratio.

```lean
/-- In a fit the mixing fraction drops out of the ratio of the two targets. -/
theorem IsFit.ratio_eq {p q A B a w : ℝ} (h : IsFit p q A B a w) :
    A / B = srShare p w / srShare q w := by
  obtain ⟨ha, -, h1, h2⟩ := h
  rw [← h1, ← h2, mul_div_mul_left _ _ ha.ne']
```

The existence theorem assumes `0 < B` but not `0 < A`, which follows from either side of the equivalence. In the reverse direction, `htop` and `hbot` bracket the target ratio between $W$ and $0$, and `intermediate_value_Icc` supplies `w`.

```lean
/-- For `p > q > 0` and a target `B > 0`, a positive mixing fraction and a positive screening
parameter that reproduce both targets exist if and only if `1 < A / B < p / q`. -/
theorem exists_fit_iff {p q A B : ℝ} (hq : 0 < q) (hpq : q < p) (hB : 0 < B) :
    (∃ a w, IsFit p q A B a w) ↔ 1 < A / B ∧ A / B < p / q := by
  have hp : 0 < p := hq.trans hpq
  constructor
  · rintro ⟨a, w, h⟩
    have hw : 0 < w := h.2.1
    rw [h.ratio_eq]
    refine ⟨?_, (ratio_bounds hq hpq hw.le).2⟩
    have h0 : srShare p 0 / srShare q 0 < srShare p w / srShare q w :=
      ratio_strictMonoOn hq hpq (mem_Ici.2 le_rfl) (mem_Ici.2 hw.le) hw
    rwa [srShare_zero, srShare_zero, div_one] at h0
  · rintro ⟨h1, h2⟩
    have hR : 0 < p - A / B * q := sub_pos.2 ((lt_div_iff₀ hq).1 h2)
    have hR0 : 0 < A / B := one_pos.trans h1
    -- a screening strong enough for the ratio to reach its target
    obtain ⟨W, hW, hW2⟩ : ∃ W : ℝ, 0 ≤ W ∧ W ^ 2 * (p - A / B * q) = p * q * (A / B) := by
      refine ⟨√(p * q * (A / B) / (p - A / B * q)), Real.sqrt_nonneg _, ?_⟩
      rw [Real.sq_sqrt (div_pos (mul_pos (mul_pos hp hq) hR0) hR).le,
        div_mul_cancel₀ _ hR.ne']
    have htop : A / B ≤ srShare p W / srShare q W := by
      refine le_trans ?_ (ratio_bounds hq hpq hW).1
      rw [le_div_iff₀ (by positivity)]
      linarith [mul_pos hp hq]
    have hc : ∀ r : ℝ, 0 < r → Continuous (srShare r) := fun r hr =>
      continuous_const.sub (continuous_id.div (by fun_prop)
        (fun w => (Real.sqrt_pos.2 (by positivity)).ne'))
    have hcont : ContinuousOn (fun w => srShare p w / srShare q w) (Icc 0 W) :=
      (hc p hp).continuousOn.div (hc q hq).continuousOn
        (fun w hw => (srShare_pos hq hw.1).ne')
    have hbot : srShare p 0 / srShare q 0 ≤ A / B := by
      rw [srShare_zero, srShare_zero, div_one]
      exact h1.le
    obtain ⟨w, hw, hwR⟩ := intermediate_value_Icc hW hcont ⟨hbot, htop⟩
    have hwR : srShare p w / srShare q w = A / B := hwR
    have hw0 : w ≠ 0 := by
      rintro rfl
      rw [srShare_zero, srShare_zero, div_one] at hwR
      linarith
    have hs := srShare_pos hq hw.1
    -- the mixing fraction then follows from the second target
    refine ⟨B / srShare q w, w, div_pos hB hs, lt_of_le_of_ne hw.1 hw0.symm, ?_,
      div_mul_cancel₀ _ hs.ne'⟩
    calc B / srShare q w * srShare p w = B * (srShare p w / srShare q w) := by ring
      _ = B * (A / B) := by rw [hwR]
      _ = A := by field_simp
```

Uniqueness compares two fits to the same targets. Injectivity of the ratio identifies the screenings, and cancelling the positive share $s_q(w)$ identifies the fractions.

```lean
/-- For `p > q > 0` two targets determine the mixing fraction and the screening parameter
of a fit uniquely. -/
theorem fit_unique {p q A B a w a' w' : ℝ} (hq : 0 < q) (hpq : q < p)
    (h : IsFit p q A B a w) (h' : IsFit p q A B a' w') : a = a' ∧ w = w' := by
  have hw : w = w' := (ratio_strictMonoOn hq hpq).injOn (mem_Ici.2 h.2.1.le)
    (mem_Ici.2 h'.2.1.le) (h.ratio_eq.symm.trans h'.ratio_eq)
  subst hw
  exact ⟨mul_right_cancel₀ (srShare_pos hq h.2.1.le).ne'
    (h.2.2.2.trans h'.2.2.2.symm), rfl⟩
```

Finally, two fits for the same `p` and `q` may have different targets. Their screening parameters are ordered as their target ratios are, again by strict monotonicity.

```lean
/-- For `p > q > 0`, of two fits, each to its own pair of targets, one has the larger screening
parameter if and only if it has the larger target ratio. -/
theorem screening_lt_iff {p q A B A' B' a w a' w' : ℝ} (hq : 0 < q) (hpq : q < p)
    (h : IsFit p q A B a w) (h' : IsFit p q A' B' a' w') :
    w < w' ↔ A / B < A' / B' := by
  rw [h.ratio_eq, h'.ratio_eq]
  exact ((ratio_strictMonoOn hq hpq).lt_iff_lt (mem_Ici.2 h.2.1.le)
    (mem_Ici.2 h'.2.1.le)).symm

end

end ScreenedHybridFit
```

```lean
#print axioms ScreenedHybridFit.exists_fit_iff
#print axioms ScreenedHybridFit.fit_unique
#print axioms ScreenedHybridFit.screening_lt_iff
```

```
'ScreenedHybridFit.exists_fit_iff' depends on axioms: [propext, Classical.choice, Quot.sound]
'ScreenedHybridFit.fit_unique' depends on axioms: [propext, Classical.choice, Quot.sound]
'ScreenedHybridFit.screening_lt_iff' depends on axioms: [propext, Classical.choice, Quot.sound]
```
